# In a finite basis, pseudo and all-electron waves have equal overlap matrices exactly when one unitary maps each pseudo wave to its partner

When an ultrasoft or PAW data set is generated, one computes the overlap deficits

$$q_{ij}=\langle\phi_i|\phi_j\rangle-\langle\tilde\phi_i|\tilde\phi_j\rangle$$

between all-electron partial waves $\phi_i$ and pseudo partial waves $\tilde\phi_i$, with the integrals taken over the augmentation sphere of one atom. If all $q_{ij}$ vanish, the overlap operator $S=1+\sum_{ij}|p_i\rangle q_{ij}\langle p_j|$, with projectors $p_i$, reduces to the identity, and the generalised eigenvalue problem becomes an ordinary one. For finitely many waves expanded in a finite basis that is orthonormal in the same inner product, the deficits vanish if and only if a single unitary matrix takes every $\tilde\phi_i$ to $\phi_i$.

## Waves as columns of a matrix

Let the type `n` label the basis functions and `m` the partial waves. Column $j$ of the complex matrix $\Phi$ holds the coefficients of $\phi_j$, and column $j$ of $\tilde\Phi$, written `Φt`, those of $\tilde\phi_j$. The columns may be linearly dependent, unnormalised or zero.

```lean
import Mathlib

open Matrix
open scoped InnerProductSpace ComplexOrder

namespace GeneralisedNormConservation

variable {n m : Type*} [Fintype n] [DecidableEq n] [Fintype m]
```

The entry $(i,j)$ of $\Phi^\dagger\Phi$ is $\langle\phi_i|\phi_j\rangle$, so the condition $q_{ij}=0$ for all $i,j$ reads $\Phi^\dagger\Phi=\tilde\Phi^\dagger\tilde\Phi$. This condition, generalised norm conservation, includes the off-diagonal overlaps, whereas equal norms for each wave separately would fix only the diagonal.

```lean
/-- Generalised norm conservation: the all-electron waves (columns of `Φ`) and the pseudo waves
(columns of `Φt`) have the same overlap matrix. -/
def NormConserving (Φ Φt : Matrix n m ℂ) : Prop := Φᴴ * Φ = Φtᴴ * Φt
```

The inner product runs over the whole basis, and the model contains no augmentation radius. Overlaps inside a sphere are covered if the basis is orthonormal on that sphere.

## Overlaps of superpositions

For coefficient vectors $c$ and $d$, and any matrix $A$ of waves,

$$(Ac)^\dagger(Ad)=c^\dagger(A^\dagger A)\,d .$$

With $d=c$, equal overlap matrices give $\|\Phi c\|=\|\tilde\Phi c\|$ for every $c$. In Lean `⬝ᵥ` does not conjugate, so the conjugation appears as an explicit `star`. The proof moves the adjoint across the product and regroups.

```lean
omit [DecidableEq n] in
/-- The overlap of two superpositions of partial waves is given by the overlap matrix
of the waves. -/
theorem overlap_superposition (A : Matrix n m ℂ) (c d : m → ℂ) :
    star (A *ᵥ c) ⬝ᵥ (A *ᵥ d) = star c ⬝ᵥ ((Aᴴ * A) *ᵥ d) := by
  rw [Matrix.star_mulVec, ← Matrix.dotProduct_mulVec, Matrix.mulVec_mulVec]
```

## From equal norms to an isometry

Let $f$ and $g$ be linear maps into a finite-dimensional Hilbert space $V$ with $\|f(x)\|=\|g(x)\|$ for all $x$. We want an isometry $U$ with $U g(x)=f(x)$.

Choose a linear map $s$ on the range of $g$ with $g(s(y))=y$, and set $L(y)=f(s(y))$. Then

$$\|L(y)\|=\|f(s(y))\|=\|g(s(y))\|=\|y\|,$$

so $L$ is an isometry. With dependent waves, one vector $g(x)$ can arise from several $x$, but the choice made by $s$ has no effect:

$$\|f(s(g(x)))-f(x)\|=\|g(s(g(x)))-g(x)\|=0 .$$

Hence $L(g(x))=f(x)$. The ranges of $g$ and $L$ have equal dimension, and therefore so do their orthogonal complements in $V$. Joining $L$ to any isometry between the complements gives $U$ on all of $V$.

In the code, `exists_rightInverse_of_surjective` supplies $s$, `L.extend` performs the extension, and the last line is the vanishing difference above.

```lean
/-- If two linear maps into a finite-dimensional Hilbert space give vectors of equal norm for every
argument, then an isometry of the whole space carries one map into the other. -/
theorem exists_isometry_of_norm_eq {E V : Type*} [AddCommGroup E] [Module ℂ E]
    [NormedAddCommGroup V] [InnerProductSpace ℂ V] [FiniteDimensional ℂ V]
    (f g : E →ₗ[ℂ] V) (h : ∀ x, ‖f x‖ = ‖g x‖) :
    ∃ U : V →ₗᵢ[ℂ] V, ∀ x, U (g x) = f x := by
  -- choose a preimage under `g`, linearly, for each vector in the range of `g`
  obtain ⟨s, hs⟩ := g.rangeRestrict.exists_rightInverse_of_surjective g.range_rangeRestrict
  have hgs : ∀ y : LinearMap.range g, g (s y) = y := fun y =>
    congrArg Subtype.val (LinearMap.congr_fun hs y)
  let L : LinearMap.range g →ₗᵢ[ℂ] V :=
    { toLinearMap := f ∘ₗ s
      norm_map' := fun y => by
        change ‖f (s y)‖ = ‖y‖
        rw [h, hgs]
        rfl }
  refine ⟨L.extend, fun x => ?_⟩
  have h1 := L.extend_apply ⟨g x, LinearMap.mem_range_self g x⟩
  refine h1.trans ?_
  change f (s ⟨g x, _⟩) = f x
  -- the choice of preimage does not matter
  rw [← sub_eq_zero, ← map_sub, ← norm_eq_zero, h, map_sub, hgs, sub_self, norm_zero]
```

## The unitary matrix

Apply this with $f(c)=\Phi c$ and $g(c)=\tilde\Phi c$, and let $W$ be the matrix of $U$. With $e_i$ the basis vectors, preservation of inner products gives

$$(W^\dagger W)_{ij}=\langle Ue_i|Ue_j\rangle=\delta_{ij},$$

so $W$ is unitary. Evaluating $W\tilde\Phi c=\Phi c$ on the unit coefficient vectors gives $W\tilde\Phi=\Phi$ column by column. Conversely, if $\Phi=W\tilde\Phi$, then

$$\Phi^\dagger\Phi=\tilde\Phi^\dagger W^\dagger W\tilde\Phi=\tilde\Phi^\dagger\tilde\Phi .$$

The theorem states this equivalence for arbitrary `Φ` and `Φt`, with no condition on rank. The map `e` in its proof passes between plain coefficient functions and vectors carrying the Euclidean norm. The two bullets after `refine ⟨W, ?_, ?_⟩` are unitarity and the column equation, and the final bullet is the converse.

```lean
/-- Generalised norm conservation holds if and only if some unitary matrix maps every pseudo wave
to its all-electron partner; the waves may be linearly dependent. -/
theorem normConserving_iff_exists_unitary (Φ Φt : Matrix n m ℂ) :
    NormConserving Φ Φt ↔ ∃ W ∈ Matrix.unitaryGroup n ℂ, W * Φt = Φ := by
  classical
  constructor
  · intro hN
    let e := (WithLp.linearEquiv 2 ℂ (n → ℂ))
    obtain ⟨U, hU⟩ := exists_isometry_of_norm_eq
      (e.symm.toLinearMap ∘ₗ Φ.mulVecLin) (e.symm.toLinearMap ∘ₗ Φt.mulVecLin) (by
        intro c
        change ‖WithLp.toLp 2 (Φ *ᵥ c)‖ = ‖WithLp.toLp 2 (Φt *ᵥ c)‖
        rw [@norm_eq_sqrt_re_inner ℂ, @norm_eq_sqrt_re_inner ℂ,
          EuclideanSpace.inner_eq_star_dotProduct, EuclideanSpace.inner_eq_star_dotProduct,
          dotProduct_comm, overlap_superposition, hN, ← overlap_superposition,
          dotProduct_comm])
    -- the matrix of the isometry
    let W : Matrix n n ℂ := LinearMap.toMatrix' (e.toLinearMap ∘ₗ U.toLinearMap ∘ₗ
      e.symm.toLinearMap)
    have hW : ∀ v, W *ᵥ v = (U (WithLp.toLp 2 v)).ofLp := by
      intro v
      rw [← Matrix.toLin'_apply, Matrix.toLin'_toMatrix']
      rfl
    refine ⟨W, ?_, ?_⟩
    · rw [Matrix.mem_unitaryGroup_iff', Matrix.star_eq_conjTranspose]
      ext i j
      have h := U.inner_map_map (WithLp.toLp 2 (Pi.single i 1)) (WithLp.toLp 2 (Pi.single j 1))
      rw [EuclideanSpace.inner_eq_star_dotProduct, EuclideanSpace.inner_eq_star_dotProduct,
        ← hW, ← hW, dotProduct_comm, overlap_superposition, dotProduct_comm] at h
      simpa [Matrix.one_apply, Pi.single_apply, eq_comm] using h
    · ext i j
      have h : W *ᵥ (Φt *ᵥ Pi.single j 1) = Φ *ᵥ Pi.single j 1 := by
        rw [hW]
        exact congrArg WithLp.ofLp (hU (Pi.single j 1))
      rw [Matrix.mulVec_mulVec] at h
      simpa using congrFun h i
  · rintro ⟨W, hW, rfl⟩
    rw [Matrix.mem_unitaryGroup_iff', Matrix.star_eq_conjTranspose] at hW
    unfold NormConserving
    rw [Matrix.conjTranspose_mul, Matrix.mul_assoc, ← Matrix.mul_assoc Wᴴ, hW, Matrix.one_mul]
```

## Freedom in the unitary

Suppose a nonzero vector $v$ is orthogonal to all pseudo waves, $\tilde\Phi^\dagger v=0$. Put $s=v^\dagger v$ (a number now) and $P=vv^\dagger$. Then $P^\dagger=P$, $P^2=sP$ and $P\tilde\Phi=0$. The Householder reflection

$$R=1-\frac{2}{s}P$$

satisfies

$$R^\dagger R=1-\frac{4}{s}P+\frac{4}{s^2}\,sP=1,\qquad R\tilde\Phi=\tilde\Phi,$$

and $R\neq1$ because $P\neq0$. The facts `hPh`, `hPP` and `hPΦ` are the three properties of $P$, and `hQQ` is the cancellation in $R^\dagger R$.

```lean
omit [Fintype m] in
/-- For every nonzero vector orthogonal to all pseudo waves there is a unitary matrix, different
from the identity, that leaves all pseudo waves unchanged. -/
theorem exists_reflection (Φt : Matrix n m ℂ) (v : n → ℂ) (hv : Φtᴴ *ᵥ v = 0) (hv0 : v ≠ 0) :
    ∃ R ∈ Matrix.unitaryGroup n ℂ, R * Φt = Φt ∧ R ≠ 1 := by
  obtain ⟨s, hs⟩ : ∃ s, s = star v ⬝ᵥ v := ⟨_, rfl⟩
  obtain ⟨P, hP⟩ : ∃ P, P = Matrix.vecMulVec v (star v) := ⟨_, rfl⟩
  have hs0 : s ≠ 0 := fun h => hv0 (dotProduct_star_self_eq_zero.1
    (by simpa only [dotProduct_comm] using hs.symm.trans h))
  have hss : star s = s := by simp [hs, dotProduct, mul_comm]
  have hPP : P * P = s • P := by
    ext i j
    simp only [hP, hs, Matrix.mul_apply, Matrix.vecMulVec_apply, Matrix.smul_apply, dotProduct,
      smul_eq_mul, Finset.sum_mul]
    exact Finset.sum_congr rfl fun k _ => by ring
  have hPh : Pᴴ = P := by
    ext i j
    simp [hP, Matrix.conjTranspose_apply, Matrix.vecMulVec_apply, mul_comm]
  have hPΦ : P * Φt = 0 := by
    ext i j
    have h : ∑ k, star (v k) * Φt k j = 0 := by
      have := congrArg star (congrFun hv j)
      simpa [Matrix.mulVec, dotProduct, mul_comm] using this
    simp only [hP, Matrix.mul_apply, Matrix.vecMulVec_apply, Pi.star_apply, mul_assoc,
      ← Finset.mul_sum, h, mul_zero, Matrix.zero_apply]
  -- the Householder reflection along `v`
  have hc : star (2 / s) = 2 / s := by
    rw [star_div₀, hss]
    simp
  have hcs : 2 / s * (2 / s) * s = 2 / s + 2 / s := by
    field_simp
    norm_num
  have hQQ : ((2 / s) • P) * ((2 / s) • P) = (2 / s) • P + (2 / s) • P := by
    rw [smul_mul_assoc, mul_smul_comm, hPP, smul_smul, smul_smul, hcs, add_smul]
  refine ⟨1 - (2 / s) • P, ?_, ?_, ?_⟩
  · rw [Matrix.mem_unitaryGroup_iff', Matrix.star_eq_conjTranspose, Matrix.conjTranspose_sub,
      Matrix.conjTranspose_one, Matrix.conjTranspose_smul, hPh, hc, sub_mul, one_mul,
      mul_sub, mul_one, hQQ]
    abel
  · rw [Matrix.sub_mul, Matrix.one_mul, Matrix.smul_mul, hPΦ, smul_zero, sub_zero]
  · intro h
    have h0 : P = 0 := (smul_eq_zero.1 (sub_eq_self.1 h)).resolve_left
      (div_ne_zero two_ne_zero hs0)
    apply hv0
    ext i
    have hi := congrFun (congrFun (hP.symm.trans h0) i) i
    simpa [Matrix.vecMulVec_apply] using hi
```

Now let $W$ be a unitary with $W\tilde\Phi=\Phi$. If such a $v$ exists, $WR$ is a second one, since $WR=W$ would force $R=1$. If no such $v$ exists and $W'\tilde\Phi=\Phi$ as well, then

$$\tilde\Phi^\dagger(W'-W)^\dagger=0 .$$

Every column of $(W'-W)^\dagger$ is orthogonal to all pseudo waves and hence zero, so $W'=W$. Uniqueness thus means that the pseudo waves span the whole space. With fewer waves than basis functions, $W$ is never unique.

```lean
omit [Fintype m] in
/-- A unitary matrix taking the pseudo waves to the all-electron waves is the only one if and only
if no nonzero vector is orthogonal to all pseudo waves. -/
theorem unitary_unique_iff (Φ Φt : Matrix n m ℂ) (W : Matrix n n ℂ)
    (hW : W ∈ Matrix.unitaryGroup n ℂ) (hΦ : W * Φt = Φ) :
    (∀ W' ∈ Matrix.unitaryGroup n ℂ, W' * Φt = Φ → W' = W) ↔
      ∀ v, Φtᴴ *ᵥ v = 0 → v = 0 := by
  constructor
  · intro huniq v hv
    by_contra hv0
    obtain ⟨R, hR, hRΦ, hR1⟩ := exists_reflection Φt v hv hv0
    have h := huniq (W * R) (mul_mem hW hR) (by rw [Matrix.mul_assoc, hRΦ, hΦ])
    have hWW := Matrix.mem_unitaryGroup_iff'.1 hW
    apply hR1
    calc R = star W * (W * R) := by rw [← mul_assoc, hWW, one_mul]
      _ = 1 := by rw [h, hWW]
  · intro hspan W' _ hΦ'
    have h0 : Φtᴴ * (W' - W)ᴴ = 0 := by
      rw [← Matrix.conjTranspose_mul, Matrix.sub_mul, hΦ', hΦ, sub_self,
        Matrix.conjTranspose_zero]
    -- each column of the adjoint difference is orthogonal to the pseudo waves
    have h1 : (W' - W)ᴴ = 0 := by
      ext i j
      have hj := hspan (fun k => (W' - W)ᴴ k j) (by
        ext a
        exact congrFun (congrFun h0 a) j)
      exact congrFun hj i
    exact sub_eq_zero.1 (Matrix.conjTranspose_eq_zero.1 h1)
```

## A pseudo-Hamiltonian with the same energies

Let $H$ be Hermitian and let the all-electron waves satisfy $H\Phi=\Phi E$, where $E$ is the diagonal matrix of real energies $\varepsilon_i$. Under generalised norm conservation, take $W$ from the equivalence and define $\tilde H=W^\dagger HW$. It is Hermitian, and

$$\tilde H\tilde\Phi=W^\dagger H\Phi=W^\dagger\Phi E=W^\dagger W\tilde\Phi E=\tilde\Phi E .$$

The two bullets of the proof are these two claims.

```lean
/-- If the all-electron waves solve the Schrödinger equation of a Hermitian `H` and norm
conservation holds, then a Hermitian Hamiltonian unitarily equivalent to `H` has the pseudo waves
as solutions at the same energies. -/
theorem exists_pseudo_hamiltonian [DecidableEq m] (Φ Φt : Matrix n m ℂ) (H : Matrix n n ℂ)
    (ε : m → ℝ) (hH : H.IsHermitian)
    (hΦ : H * Φ = Φ * Matrix.diagonal (fun i => (ε i : ℂ))) (hN : NormConserving Φ Φt) :
    ∃ W ∈ Matrix.unitaryGroup n ℂ, (Wᴴ * H * W).IsHermitian ∧
      (Wᴴ * H * W) * Φt = Φt * Matrix.diagonal (fun i => (ε i : ℂ)) := by
  obtain ⟨W, hW, hWΦ⟩ := (normConserving_iff_exists_unitary Φ Φt).1 hN
  have hWW : Wᴴ * W = 1 := Matrix.mem_unitaryGroup_iff'.1 hW
  refine ⟨W, hW, ?_, ?_⟩
  · unfold Matrix.IsHermitian
    rw [Matrix.conjTranspose_mul, Matrix.conjTranspose_mul, Matrix.conjTranspose_conjTranspose,
      hH.eq, Matrix.mul_assoc]
  · rw [Matrix.mul_assoc, hWΦ, Matrix.mul_assoc, hΦ, ← hWΦ, ← Matrix.mul_assoc,
      ← Matrix.mul_assoc, hWW, Matrix.one_mul]

end GeneralisedNormConservation
```

For electronic structure this means that, in a finite orthonormal basis and for a fixed one-particle $H$, pseudo waves that conserve the whole overlap matrix, off-diagonal entries included, solve an ordinary Hermitian eigenvalue equation at the energies $\varepsilon_i$. Both the Hermiticity of $H$ and the equation $H\Phi=\Phi E$ are assumed. They fit eigenstates computed in the full basis; on a sphere alone the kinetic energy brings boundary terms, and Hermiticity then needs suitable boundary conditions. The two assumptions force waves at different energies to be orthogonal, which partial waves of one angular-momentum channel at freely chosen reference energies in general are not inside a sphere. The theorem does not make $\tilde H$ local, smooth, separable or equal to $H$ outside a core region, and it says nothing about scattering at other energies. Being unitarily equivalent to $H$, $\tilde H$ keeps the whole spectrum of $H$, including any core levels.

```lean
#print axioms GeneralisedNormConservation.normConserving_iff_exists_unitary
-- 'GeneralisedNormConservation.normConserving_iff_exists_unitary' depends on axioms: [propext, Classical.choice, Quot.sound]
#print axioms GeneralisedNormConservation.unitary_unique_iff
-- 'GeneralisedNormConservation.unitary_unique_iff' depends on axioms: [propext, Classical.choice, Quot.sound]
#print axioms GeneralisedNormConservation.exists_pseudo_hamiltonian
-- 'GeneralisedNormConservation.exists_pseudo_hamiltonian' depends on axioms: [propext, Classical.choice, Quot.sound]
```
